# For Hermitian H, right eigenvectors of exp(−T) H exp(T) with different eigenvalues are orthogonal in the metric exp(T)† exp(T)

Take two levels with energies 0 and 1, and an operator $T$ that sends the second basis vector to the first and the first to zero:

$$H=\begin{pmatrix}0&0\\0&1\end{pmatrix},\qquad T=\begin{pmatrix}0&1\\0&0\end{pmatrix}.$$

Since $T^2=0$, the exponential is $e^{T}=1+T$, and the similarity-transformed Hamiltonian is

$$\bar H=e^{-T}He^{T}=\begin{pmatrix}0&-1\\0&1\end{pmatrix}.$$

It is not Hermitian. Its right eigenvectors are $u=(1,0)$ for eigenvalue 0 and $v=(-1,1)$ for eigenvalue 1. Their ordinary overlap is $-1$, or $-1/\sqrt2$ after normalisation. But $e^{T}u=(1,0)$ and $e^{T}v=(0,1)$ are the eigenvectors of $H$ itself, and these are orthogonal. The overlap of the transformed vectors can be written with a metric:

$$\langle e^{T}u,e^{T}v\rangle=\langle u,Gv\rangle,\qquad G=(e^{T})^\dagger e^{T}=\begin{pmatrix}1&1\\1&2\end{pmatrix}.$$

Here $Gv=(0,1)$, so $\langle u,Gv\rangle=0$, and $\det G=1$. For any Hermitian $H$ and nilpotent $T$ in a finite orthonormal basis, it remains true that $\det G=1$ and that right eigenvectors of $\bar H$ with different eigenvalues have zero $G$ overlap.

In equation-of-motion coupled cluster, excited states are represented by right eigenvectors of $\bar H$, and their left partners enter as well when properties such as transition moments are computed. For the full $\bar H$ in a finite basis, $G$ supplies those partners. Diagonalising a truncated block of $\bar H$, as in practical EOM calculations, is a different problem, to which these identities do not in general carry over.

## Operators as finite complex matrices

```lean
import Mathlib

open Matrix
open scoped ComplexOrder

namespace CoupledClusterMetric

noncomputable section

variable {n : Type*} [Fintype n] [DecidableEq n]
```

The type `n` labels a finite orthonormal basis, for example a set of Slater determinants built from orthonormal orbitals. Operators are matrices `Matrix n n ℂ`, and states are coefficient vectors `n → ℂ`. Opening `ComplexOrder` gives meaning to $0<z$ for complex $z$: the number is real and positive.

```lean
/-- The similarity-transformed operator `exp(-T) A exp(T)`. -/
def hbar (A T : Matrix n n ℂ) : Matrix n n ℂ :=
  NormedSpace.exp (-T) * A * NormedSpace.exp T
```

This defines $\bar A=e^{-T}Ae^{T}$ for any matrix $A$, Hermitian or not. `NormedSpace.exp` is the exponential defined by the power series.

```lean
/-- The coupled-cluster metric `G = exp(T)ᴴ exp(T)`. -/
def metric (T : Matrix n n ℂ) : Matrix n n ℂ :=
  (NormedSpace.exp T)ᴴ * NormedSpace.exp T
```

The metric is $G=(e^{T})^\dagger e^{T}$; the superscript `ᴴ` is the conjugate transpose. Nothing requires $T$ to solve the coupled-cluster amplitude equations.

```lean
/-- The operators `exp(T)` and `exp(-T)` are inverse to each other. -/
theorem exp_mul_exp_neg (T : Matrix n n ℂ) :
    NormedSpace.exp T * NormedSpace.exp (-T) = 1 := by
  rw [← Matrix.exp_add_of_commute T (-T) (Commute.refl T).neg_right, add_neg_cancel,
    NormedSpace.exp_zero]
```

Because $T$ commutes with $-T$, the exponents add: $e^{T}e^{-T}=e^{0}=1$. This holds for every square $T$.

## A terminating exponential with determinant one

```lean
/-- If `T ^ k = 0`, the exponential series of the cluster operator stops before order `k`. -/
theorem exp_eq_finite_sum {T : Matrix n n ℂ} {k : ℕ} (hk : T ^ k = 0) :
    NormedSpace.exp T = ∑ i ∈ Finset.range k, ((i.factorial : ℂ)⁻¹) • T ^ i := by
  rw [NormedSpace.exp_eq_tsum ℂ]
  refine tsum_eq_sum (fun i hi => ?_)
  have hki : k ≤ i := by simpa using hi
  rw [pow_eq_zero_of_le hki hk, smul_zero]
```

If $T^k=0$, all powers from $k$ onwards vanish, so

$$e^{T}=\sum_{i=0}^{k-1}\frac{T^i}{i!}.$$

The proof writes the exponential as an infinite sum and shows that every term outside the range is zero. Nilpotency stands for a familiar property of cluster operators: each application excites electrons out of the reference, and only finitely many can be excited.

```lean
/-- The exponential of a nilpotent cluster operator has determinant one. -/
theorem det_exp_of_nilpotent {T : Matrix n n ℂ} (hT : IsNilpotent T) :
    (NormedSpace.exp T).det = 1 := by
  obtain ⟨k, hk⟩ := hT
  have hk1 : T ^ (k + 1) = 0 := by rw [pow_succ, hk, zero_mul]
  -- split off the identity: exp T = 1 + T S, with S a polynomial in T
  obtain ⟨S, hS⟩ : ∃ S : Matrix n n ℂ,
      S = ∑ i ∈ Finset.range k, (((i + 1).factorial : ℂ)⁻¹) • T ^ i := ⟨_, rfl⟩
  have hc : Commute T S := by
    rw [hS]
    exact Commute.sum_right _ _ _
      (fun i _ => ((Commute.refl T).pow_right i).smul_right _)
  have hexp : NormedSpace.exp T = 1 + T * S := by
    rw [exp_eq_finite_sum hk1, Finset.sum_range_succ', hS, Finset.mul_sum, add_comm]
    congr 1
    · simp
    · refine Finset.sum_congr rfl (fun i _ => ?_)
      rw [mul_smul_comm, pow_succ']
  have hN : IsNilpotent (-(T * S)) :=
    ⟨k, by rw [neg_pow, hc.mul_pow, hk, zero_mul, mul_zero]⟩
  -- a nilpotent matrix has characteristic polynomial X ^ dim; evaluate it at 1
  have hp := sub_eq_zero.mp (Matrix.isNilpotent_charpoly_sub_pow_of_isNilpotent hN).eq_zero
  have he := congrArg (Polynomial.eval 1) hp
  rw [Matrix.eval_charpoly] at he
  rw [hexp]
  simpa [sub_neg_eq_add] using he
```

`IsNilpotent T` says that some power $T^k$ is zero. Then $T^{k+1}=0$ too, and splitting off the first term of the series gives

$$e^{T}=1+TS,\qquad S=\sum_{i=0}^{k-1}\frac{T^i}{(i+1)!}.$$

As a polynomial in $T$, $S$ commutes with $T$, so $(TS)^k=T^kS^k=0$. Hence $N=-TS$ is nilpotent, and in dimension $d$ its characteristic polynomial is $\det(X-N)=X^d$. At $X=1$ this reads $\det(1+TS)=1$, which is $\det e^{T}=1$.

In the code, `hc` is the commutation, `hexp` the splitting and `hN` the nilpotency of $N$. Mathlib states the result on the characteristic polynomial in the form "the difference from $X^d$ is nilpotent"; a nilpotent polynomial over $\mathbb C$ is zero, which gives the equality.

## The metric as an ordinary overlap

```lean
/-- The `G` overlap of two coefficient vectors is the ordinary overlap of the states
`exp(T) x` and `exp(T) y`. -/
theorem metric_overlap (T : Matrix n n ℂ) (x y : n → ℂ) :
    star x ⬝ᵥ (metric T *ᵥ y) =
      star (NormedSpace.exp T *ᵥ x) ⬝ᵥ (NormedSpace.exp T *ᵥ y) := by
  rw [Matrix.star_mulVec, ← Matrix.dotProduct_mulVec, Matrix.mulVec_mulVec, metric]
```

The expression `star x ⬝ᵥ y` is $\langle x,y\rangle=\sum_i x_i^*y_i$, antilinear in the first argument, and `*ᵥ` applies a matrix to a vector. The statement is

$$\langle x,Gy\rangle=\langle x,(e^{T})^\dagger e^{T}y\rangle=\langle e^{T}x,e^{T}y\rangle.$$

```lean
/-- The coupled-cluster metric is positive definite. -/
theorem metric_posDef (T : Matrix n n ℂ) : (metric T).PosDef := by
  rw [Matrix.posDef_iff_dotProduct_mulVec]
  refine ⟨Matrix.isHermitian_conjTranspose_mul_self _, ?_⟩
  intro x hx
  rw [metric_overlap]
  refine lt_of_le_of_ne (dotProduct_star_self_nonneg _) (fun h => hx ?_)
  have h0 : NormedSpace.exp T *ᵥ x = 0 := dotProduct_star_self_eq_zero.mp h.symm
  -- exp(-T) undoes exp(T)
  have h1 := congrArg (fun w => NormedSpace.exp (-T) *ᵥ w) h0
  simpa only [Matrix.mulVec_mulVec, mul_eq_one_comm.mp (exp_mul_exp_neg T),
    Matrix.one_mulVec, Matrix.mulVec_zero] using h1
```

`PosDef` means that $G$ is Hermitian and that $\langle x,Gx\rangle>0$ for every $x\neq0$. The first part is immediate from the form $M^\dagger M$. For the second, $\langle x,Gx\rangle=\lVert e^{T}x\rVert^2\ge0$. If this were zero, then $e^{T}x=0$, and applying $e^{-T}$ would give $x=0$. Nilpotency is not needed here.

## Hermiticity seen through the metric

```lean
/-- The transformed operator is self-adjoint with respect to the metric `G` exactly when the
original operator is Hermitian. -/
theorem metric_intertwines_iff (A T : Matrix n n ℂ) :
    metric T * hbar A T = (hbar A T)ᴴ * metric T ↔ A.IsHermitian := by
  have hEF := exp_mul_exp_neg T
  unfold metric hbar
  generalize NormedSpace.exp T = E at *
  generalize NormedSpace.exp (-T) = F at *
  have hFE : Fᴴ * Eᴴ = 1 := by
    rw [← Matrix.conjTranspose_mul, hEF, Matrix.conjTranspose_one]
  have h1 : Eᴴ * E * (F * A * E) = Eᴴ * A * E := by
    calc Eᴴ * E * (F * A * E) = Eᴴ * (E * F) * A * E := by simp only [mul_assoc]
      _ = Eᴴ * A * E := by rw [hEF, mul_one]
  have h2 : (F * A * E)ᴴ * (Eᴴ * E) = Eᴴ * Aᴴ * E := by
    calc (F * A * E)ᴴ * (Eᴴ * E) = Eᴴ * Aᴴ * (Fᴴ * Eᴴ) * E := by
          simp only [Matrix.conjTranspose_mul, mul_assoc]
      _ = Eᴴ * Aᴴ * E := by rw [hFE, mul_one]
  -- the congruence X ↦ Eᴴ X E can be undone
  have h3 : ∀ X : Matrix n n ℂ, Fᴴ * (Eᴴ * X * E) * F = X := fun X => by
    calc Fᴴ * (Eᴴ * X * E) * F = (Fᴴ * Eᴴ) * X * (E * F) := by simp only [mul_assoc]
      _ = X := by rw [hFE, hEF, one_mul, mul_one]
  rw [h1, h2]
  constructor
  · intro h
    have h4 := congrArg (fun X => Fᴴ * X * F) h
    simp only [h3] at h4
    exact h4.symm
  · intro h
    rw [h.eq]
```

The theorem says that $G\bar A=\bar A^\dagger G$ holds exactly when $A=A^\dagger$. In other words, $\bar A$ is self-adjoint for the $G$ overlap precisely when the original operator is Hermitian.

Inside the proof, `E` and `F` abbreviate $e^{T}$ and $e^{-T}$; in the later theorems these letters denote eigenvalues. The two sides are

$$G\bar A=(e^{T})^\dagger e^{T}e^{-T}Ae^{T}=(e^{T})^\dagger Ae^{T},$$

$$\bar A^\dagger G=(e^{T})^\dagger A^\dagger(e^{-T})^\dagger(e^{T})^\dagger e^{T}=(e^{T})^\dagger A^\dagger e^{T}.$$

These are `h1` and `h2`. If $A=A^\dagger$, they agree. Conversely, if they agree, multiplying by $(e^{-T})^\dagger$ on the left and $e^{-T}$ on the right removes the outer factors and leaves $A=A^\dagger$; this is the role of `h3`.

```lean
/-- For Hermitian `H`, the equation `Hbar v = E v` holds exactly when `G v` satisfies the eigenvalue
equation of the adjoint of `Hbar` with the same number `E`. -/
theorem left_vector_iff {H : Matrix n n ℂ} (hH : H.IsHermitian) (T : Matrix n n ℂ)
    (E : ℂ) (v : n → ℂ) :
    (hbar H T)ᴴ *ᵥ (metric T *ᵥ v) = E • (metric T *ᵥ v) ↔ hbar H T *ᵥ v = E • v := by
  rw [Matrix.mulVec_mulVec, ← (metric_intertwines_iff H T).mpr hH, ← Matrix.mulVec_mulVec,
    ← Matrix.mulVec_smul]
  refine ⟨fun h => ?_, fun h => by rw [h]⟩
  -- a vector of zero G norm vanishes
  by_contra hne
  have hpos := (metric_posDef T).dotProduct_mulVec_pos (sub_ne_zero.mpr hne)
  rw [Matrix.mulVec_sub, h, sub_self, dotProduct_zero] at hpos
  exact lt_irrefl _ hpos
```

For Hermitian $H$, the equation $\bar H^\dagger(Gv)=E\,(Gv)$ is equivalent to $\bar Hv=Ev$. By the previous theorem, $\bar H^\dagger Gv=G\bar Hv$, so the first equation says $G(\bar Hv-Ev)=0$. Put $w=\bar Hv-Ev$. If $w$ were nonzero, positivity would give $\langle w,Gw\rangle>0$, while $Gw=0$ makes this overlap zero. So $w=0$. The other direction follows by applying $G$.

Taking the adjoint of the first equation gives $(Gv)^\dagger\bar H=E^*(Gv)^\dagger$. For $v\neq0$ the eigenvalue is real, since $\bar H$ is similar to $H$, and $(Gv)^\dagger$ is then a left eigenvector with the same energy as $v$.

## Orthogonality for different energies

```lean
/-- For Hermitian `H` and nilpotent `T`, the metric `G` is positive definite with determinant
one, it intertwines `Hbar` with its adjoint, and right eigenvectors of `Hbar` for different
eigenvalues are `G`-orthogonal. -/
theorem coupled_cluster_metric {H T : Matrix n n ℂ} (hH : H.IsHermitian)
    (hT : IsNilpotent T) :
    (metric T).PosDef ∧ (metric T).det = 1 ∧
      metric T * hbar H T = (hbar H T)ᴴ * metric T ∧
      ∀ (E F : ℂ) (u v : n → ℂ), E ≠ F → hbar H T *ᵥ u = E • u → hbar H T *ᵥ v = F • v →
        star u ⬝ᵥ (metric T *ᵥ v) = 0 := by
  have hG := (metric_intertwines_iff H T).mpr hH
  refine ⟨metric_posDef T, ?_, hG, ?_⟩
  · rw [metric, Matrix.det_mul, Matrix.det_conjTranspose, det_exp_of_nilpotent hT, star_one,
      one_mul]
  intro E F u v hEF hu hv
  -- move Hbar from the right to the left of the G overlap
  have key : ∀ (b : ℂ) (y : n → ℂ), hbar H T *ᵥ y = b • y →
      b * (star u ⬝ᵥ (metric T *ᵥ y)) = star E * (star u ⬝ᵥ (metric T *ᵥ y)) := by
    intro b y hy
    calc b * (star u ⬝ᵥ (metric T *ᵥ y))
        = star u ⬝ᵥ (metric T *ᵥ (hbar H T *ᵥ y)) := by
          rw [hy, Matrix.mulVec_smul, dotProduct_smul, smul_eq_mul]
      _ = star (hbar H T *ᵥ u) ⬝ᵥ (metric T *ᵥ y) := by
          rw [Matrix.mulVec_mulVec, hG, ← Matrix.mulVec_mulVec, Matrix.dotProduct_mulVec,
            Matrix.star_mulVec]
      _ = star E * (star u ⬝ᵥ (metric T *ᵥ y)) := by
          rw [hu, star_smul, smul_dotProduct, smul_eq_mul]
  by_cases hu0 : u = 0
  · rw [hu0, star_zero, zero_dotProduct]
  -- the pair (u, u) shows that E equals its conjugate
  have hE : E = star E :=
    mul_right_cancel₀ ((metric_posDef T).dotProduct_mulVec_pos hu0).ne' (key E u hu)
  have h := key F v hv
  rw [← hE] at h
  by_contra hne
  exact hEF (mul_right_cancel₀ hne h).symm
```

The hypotheses are that $H$ is Hermitian and $T$ is nilpotent. The conclusion has four parts, joined by `∧`: $G$ is positive definite, $\det G=1$, $G\bar H=\bar H^\dagger G$, and

$$\bar Hu=Eu,\quad \bar Hv=Fv,\quad E\neq F\quad\Longrightarrow\quad\langle u,Gv\rangle=0.$$

The eigenvalues $E$ and $F$ are allowed to be complex at the outset, and $u$ and $v$ are allowed to be zero.

The first and third parts are already available. The determinant follows from

$$\det G=(\det e^{T})^*\det e^{T}=1.$$

For orthogonality, let $\bar Hy=by$. Moving $\bar H$ across the overlap gives

$$b\langle u,Gy\rangle=\langle u,G\bar Hy\rangle=\langle u,\bar H^\dagger Gy\rangle=\langle\bar Hu,Gy\rangle=E^*\langle u,Gy\rangle.$$

This is `key`, and it is used twice. If $u=0$ there is nothing to show. Otherwise, take $y=u$ and $b=E$: since $\langle u,Gu\rangle>0$, it can be cancelled, leaving $E=E^*$. Then take $y=v$ and $b=F$:

$$F\langle u,Gv\rangle=E\langle u,Gv\rangle.$$

A nonzero overlap could be cancelled to give $F=E$, against the assumption. This is the textbook argument for a Hermitian operator, with $G$ in place of the ordinary overlap. Within a degenerate eigenspace the theorem gives no orthogonality; a $G$-orthogonal basis can, however, be chosen there.

Each hypothesis on the matrices has its own task. Without Hermiticity, take $T=0$ and

$$A=\begin{pmatrix}0&-1\\0&1\end{pmatrix}.$$

Then $G=1$ and $\bar A=A$, and the eigenvectors $(1,0)$ and $(-1,1)$ have $G$ overlap $-1$. Without nilpotency, take the one-dimensional matrix $T=(1)$: now $\det G=e^2\neq1$, although the other three conclusions survive, because the proof uses nilpotency only for the determinant.

## The two-level model in Lean

```lean
/-- A two-level Hamiltonian with energies 0 and 1. -/
def twoLevelH : Matrix (Fin 2) (Fin 2) ℂ := !![0, 0; 0, 1]
```

This is the Hamiltonian of the opening example, with rows separated by a semicolon. `Fin 2` is the index set $\{0,1\}$.

```lean
/-- A nilpotent operator connecting the two levels. -/
def twoLevelT : Matrix (Fin 2) (Fin 2) ℂ := !![0, 1; 0, 0]
```

This is the matching $T$. In coupled-cluster terms the reference would be the second basis vector, which here is the upper level. This $T$ does not solve the amplitude equations, since the element of $\bar H$ leading from the reference to the other level is $-1$ and not 0. The example is thus an algebraic illustration, not a coupled-cluster solution; the general theorem uses only the nilpotency of $T$.

```lean
/-- In the two-level model `H` is Hermitian, `T` is nilpotent, and `Hbar` has right eigenvectors
`(1, 0)` and `(-1, 1)` for the eigenvalues 0 and 1, and their ordinary overlap is `-1`. -/
theorem nonorthogonal_right_vectors_witness :
    twoLevelH.IsHermitian ∧ IsNilpotent twoLevelT ∧
      hbar twoLevelH twoLevelT *ᵥ ![1, 0] = (0 : ℂ) • ![1, 0] ∧
      hbar twoLevelH twoLevelT *ᵥ ![-1, 1] = (1 : ℂ) • ![-1, 1] ∧
      star (![1, 0] : Fin 2 → ℂ) ⬝ᵥ ![-1, 1] = -1 := by
  have hsq : ∀ a : ℂ, (!![0, a; 0, 0] : Matrix (Fin 2) (Fin 2) ℂ) ^ 2 = 0 := by
    intro a
    rw [pow_two]
    ext i j
    fin_cases i <;> fin_cases j <;> simp [Matrix.mul_apply, Fin.sum_univ_succ]
  have hexp : ∀ a : ℂ, NormedSpace.exp (!![0, a; 0, 0] : Matrix (Fin 2) (Fin 2) ℂ)
      = !![1, a; 0, 1] := by
    intro a
    rw [exp_eq_finite_sum (hsq a), Finset.sum_range_succ, Finset.sum_range_succ,
      Finset.sum_range_zero, pow_zero, pow_one]
    ext i j
    fin_cases i <;> fin_cases j <;> simp
  have hneg : -twoLevelT = !![0, -1; 0, 0] := by
    ext i j
    fin_cases i <;> fin_cases j <;> simp [twoLevelT]
  have hb : hbar twoLevelH twoLevelT = !![0, -1; 0, 1] := by
    rw [hbar, hneg, hexp, twoLevelT, hexp, twoLevelH]
    ext i j
    fin_cases i <;> fin_cases j <;> simp [Matrix.mul_apply, Fin.sum_univ_succ]
  refine ⟨?_, ⟨2, hsq 1⟩, ?_, ?_, ?_⟩
  · ext i j
    fin_cases i <;> fin_cases j <;> simp [twoLevelH]
  · rw [hb]
    ext i
    fin_cases i <;> simp [Matrix.mulVec, dotProduct, Fin.sum_univ_succ]
  · rw [hb]
    ext i
    fin_cases i <;> simp [Matrix.mulVec, dotProduct, Fin.sum_univ_succ]
  · simp [dotProduct, Fin.sum_univ_succ]

end

end CoupledClusterMetric
```

The theorem collects five facts: $H$ is Hermitian, $T$ is nilpotent, $(1,0)$ and $(-1,1)$ satisfy the eigenvalue equations for 0 and 1, and their ordinary overlap is $-1$. The general theorem therefore applies to this pair and makes its $G$ overlap zero, while the ordinary overlap is not.

The proof follows the opening calculation. For any complex $a$, `hsq` and `hexp` establish

$$\begin{pmatrix}0&a\\0&0\end{pmatrix}^2=0,\qquad \exp\begin{pmatrix}0&a\\0&0\end{pmatrix}=\begin{pmatrix}1&a\\0&1\end{pmatrix}.$$

The values $a=1$ and $a=-1$ supply $e^{T}$ and $e^{-T}$, and `hb` multiplies out $\bar H$. Hermiticity and the two eigenvalue equations are checked entry by entry: `ext` reduces an equality of matrices or vectors to its components, `fin_cases` runs through the indices, and `simp` does the arithmetic. The ordinary overlap is a single number, which `simp` evaluates directly.

```lean
#print axioms CoupledClusterMetric.left_vector_iff
#print axioms CoupledClusterMetric.coupled_cluster_metric
```

```
'CoupledClusterMetric.left_vector_iff' depends on axioms: [propext, Classical.choice, Quot.sound]
'CoupledClusterMetric.coupled_cluster_metric' depends on axioms: [propext, Classical.choice, Quot.sound]
```
